# For the spin-symmetric mean-field Hubbard dimer with t, U > 0, linear mixing α > 0 converges from every start if and only if α ≤ 4t/(U + 2t)

A self-consistent field calculation with linear mixing has a mixing parameter: the fraction $\alpha$ of the output density that enters the next input. If it is too large, charge can slosh back and forth between regions without settling. For the mean-field Hubbard model of two identical sites that share one electron of each spin, with equal densities for both spins, the largest safe value is known exactly. With hopping $t$ and on-site repulsion $U$ it is $4t/(U+2t)$; at $U=6t$, for example, at most half of the output may be mixed in.

```lean
import Mathlib

open Filter Topology Matrix

namespace DimerDampingThreshold

noncomputable section
```

## Two sites and one density variable

Put one electron of each spin on the dimer, with equal densities for both spins. Let $x$ be the occupation of site 0 minus that of site 1, per spin, so that the occupations are $(1\pm x)/2$. Each electron feels $U$ times the density of the opposite spin. Measured from the average $U/2$, the site energies are $\pm Ux/2$, and the mean-field matrix is

$$H(x)=\begin{pmatrix} Ux/2 & -t\\ -t & -Ux/2\end{pmatrix}.$$

The variable $x$ is any real number in Lean; physical values satisfy $|x|\le 1$. Spin-polarised densities are excluded. A real calculation usually has many coupled density components, which the theorems below do not cover.

```lean
/-- Mean-field matrix of the dimer with hopping `t`, repulsion `U` and site imbalance `x`,
measured from the average site energy. -/
def meanField (t U x : ℝ) : Matrix (Fin 2) (Fin 2) ℝ :=
  !![U * x / 2, -t; -t, -(U * x / 2)]
```

The lower orbital of $H(x)$ gives the output imbalance

$$r(x)=-\frac{Ux}{\sqrt{U^2x^2+4t^2}}.$$

The name `response` stands for this whole output, not for the derivative of the density with respect to the potential, which is what linear-response theory calls a response function.

```lean
/-- Output imbalance of the mean-field problem with input imbalance `x`, for `t ≠ 0`. -/
def response (t U x : ℝ) : ℝ := -(U * x) / √(U ^ 2 * x ^ 2 + 4 * t ^ 2)
```

Linear mixing then takes $x$ to $(1-\alpha)x+\alpha\,r(x)$, so $\alpha$ is the weight of the new density.

```lean
/-- One self-consistency step with linear mixing: a fraction `α` of the output imbalance
is mixed with a fraction `1 - α` of the input, for `t ≠ 0`. -/
def scfStep (t U α x : ℝ) : ℝ := (1 - α) * x + α * response t U x
```

Both terms contain a factor $x$. Taking it out leaves the gain

$$g(x)=1-\alpha-\frac{\alpha U}{\sqrt{U^2x^2+4t^2}}.$$

```lean
/-- The factor by which one mixed step multiplies the imbalance `x`, for `t ≠ 0`. -/
def gain (t U α x : ℝ) : ℝ := 1 - α - α * (U / √(U ^ 2 * x ^ 2 + 4 * t ^ 2))
```

For $4t/(U+2t)<\alpha<2$ there will be an oscillation between $A$ and $-A$, with

$$A=\sqrt{\Big(\frac{\alpha}{2-\alpha}\Big)^2-\Big(\frac{2t}{U}\Big)^2}.$$

```lean
/-- Amplitude of the charge-sloshing cycle under linear mixing, for `t, U > 0` and
`4t/(U + 2t) < α < 2`. -/
def sloshAmplitude (t U α : ℝ) : ℝ := √((α / (2 - α)) ^ 2 - (2 * t / U) ^ 2)
```

## The output imbalance from the occupied orbital

The trace of $H(x)$ is zero, so for $t\neq0$ the lower orbital has negative energy and the upper one positive energy. Let $(a,b)$ be a real eigenvector with $a^2+b^2=1$ and energy $E<0$. Its two rows read

$$\tfrac{Ux}{2}a-tb=Ea,\qquad -ta-\tfrac{Ux}{2}b=Eb.$$

Squaring and adding them gives $U^2x^2/4+t^2=E^2$, so $-2E=\sqrt{U^2x^2+4t^2}$. Multiplying the first by $a$, the second by $b$ and subtracting gives $Ux/2=E(a^2-b^2)$. Division by $E$ yields $a^2-b^2=r(x)$.

In Lean, `*ᵥ` is the matrix acting on a vector, and `h0` and `h1` are the two rows. The first two calls to `linear_combination` name the multiples of the rows and of the normalisation that produce the two identities.

```lean
/-- A normalised real orbital `(a, b)` of the mean-field matrix with negative energy has
site imbalance `a² - b²` equal to the response function. -/
theorem orbital_imbalance {t U x a b E : ℝ} (hE : E < 0) (hN : a ^ 2 + b ^ 2 = 1)
    (hv : meanField t U x *ᵥ ![a, b] = E • ![a, b]) :
    a ^ 2 - b ^ 2 = response t U x := by
  have h0 : U * x / 2 * a - t * b = E * a := by
    have h := congrFun hv 0
    simp [meanField, Matrix.mulVec, dotProduct, Fin.sum_univ_two] at h
    linarith
  have h1 : -t * a - U * x / 2 * b = E * b := by
    have h := congrFun hv 1
    simp [meanField, Matrix.mulVec, dotProduct, Fin.sum_univ_two] at h
    linarith
  -- the orbital energy is minus half the square root
  have hE2 : U ^ 2 * x ^ 2 + 4 * t ^ 2 = (-2 * E) ^ 2 := by
    linear_combination 4 * (U * x / 2 * a - t * b + E * a) * h0
      + 4 * (-t * a - U * x / 2 * b + E * b) * h1
      - 4 * ((U * x / 2) ^ 2 + t ^ 2 - E ^ 2) * hN
  have hd : U * x / 2 = E * (a ^ 2 - b ^ 2) := by
    linear_combination a * h0 - b * h1 - U * x / 2 * hN
  have hp : 0 < -2 * E := by linarith
  unfold response
  rw [hE2, Real.sqrt_sq hp.le, eq_div_iff hp.ne']
  linear_combination 2 * hd
```

## One step multiplies the imbalance by the gain

The factorisation is an algebraic identity:

$$(1-\alpha)x+\alpha\,r(x)=g(x)\,x.$$

```lean
/-- A mixed step multiplies the imbalance by the gain. -/
theorem scfStep_eq_gain_mul (t U α x : ℝ) : scfStep t U α x = gain t U α x * x := by
  unfold scfStep response gain
  ring
```

For $t>0$ the square root is never zero, so $g$ is continuous.

```lean
/-- For `t > 0` the gain depends continuously on the imbalance. -/
theorem continuous_gain {t : ℝ} (ht : 0 < t) (U α : ℝ) : Continuous (gain t U α) := by
  unfold gain
  refine continuous_const.sub (continuous_const.mul (Continuous.div ?_ ?_ ?_))
  · fun_prop
  · fun_prop
  · intro x
    have : 0 < √(U ^ 2 * x ^ 2 + 4 * t ^ 2) := by positivity
    exact this.ne'
```

## Up to the threshold every step shrinks the imbalance

For $x\neq0$ the root exceeds $2t$. Hence

$$1-\alpha\Big(1+\frac{U}{2t}\Big)<g(x)<1.$$

The condition $\alpha\le 4t/(U+2t)$ is the same as $\alpha(1+U/2t)\le2$, which makes the left side at least $-1$. So $|g(x)|<1$, and the new imbalance is strictly smaller in size than the old one. In the proof, `hR` bounds the root, `h2` rewrites the threshold condition, and `hg` collects the bound on the gain.

```lean
/-- For `t, U > 0` and positive mixing up to and including `4t/(U + 2t)`, each step strictly
reduces the size of a nonzero imbalance. -/
theorem abs_scfStep_lt {t U α x : ℝ} (ht : 0 < t) (hU : 0 < U) (hα : 0 < α)
    (h : α ≤ 4 * t / (U + 2 * t)) (hx : x ≠ 0) : |scfStep t U α x| < |x| := by
  have hR : 2 * t < √(U ^ 2 * x ^ 2 + 4 * t ^ 2) := by
    rw [Real.lt_sqrt (by positivity)]
    have : 0 < U ^ 2 * x ^ 2 := by positivity
    linarith [mul_pow 2 t 2]
  have h1 : α * (U + 2 * t) ≤ 4 * t := (le_div_iff₀ (by positivity)).1 h
  have hk : U / (2 * t) * (2 * t) = U := div_mul_cancel₀ _ (by positivity)
  have h2 : α * (1 + U / (2 * t)) ≤ 2 := by
    have e : α * (1 + U / (2 * t)) * (2 * t) = α * (U + 2 * t) := by
      linear_combination α * hk
    exact le_of_mul_le_mul_right (by linarith) (by positivity : 0 < 2 * t)
  have h3 : α * (U / √(U ^ 2 * x ^ 2 + 4 * t ^ 2)) < α * (U / (2 * t)) :=
    mul_lt_mul_of_pos_left (div_lt_div_of_pos_left hU (by positivity) hR) hα
  have h4 : 0 < α * (U / √(U ^ 2 * x ^ 2 + 4 * t ^ 2)) := by positivity
  have hg : |gain t U α x| < 1 := by
    rw [mul_add, mul_one] at h2
    unfold gain
    rw [abs_lt]
    constructor <;> linarith
  rw [scfStep_eq_gain_mul, abs_mul]
  exact mul_lt_of_lt_one_left (abs_pos.2 hx) hg
```

## Convergence, including the marginal mixing

Strict decrease alone doesn't force the limit to be zero. Write $x_n$ for the imbalance after $n$ steps and $s$ for the step map. The moduli $|x_n|$ decrease and are bounded below by zero, so they tend to some $L\ge0$. Since $s$ is odd, $|x_{n+1}|=|s(|x_n|)|$. By continuity the right side tends to $|s(L)|$, while the left side tends to $L$. Thus $L=|s(L)|$, and if $L$ were nonzero this would contradict the strict decrease. Hence $L=0$.

Lean writes $x_n$ as `(scfStep t U α)^[n] x`, and `Tendsto ... atTop (𝓝 0)` says that it goes to zero as $n$ grows.

The Mathlib lemma that supplies $L$ is `tendsto_atTop_ciInf`: a decreasing real sequence with a lower bound tends to its infimum. It takes the monotonicity `hanti` and a proof of the bound, and needs no rate. Banach's contraction theorem would need one factor below 1 valid for all $x$, and at the threshold there is none, because $g(0)=-1$. The equation $L=|s(L)|$ then comes from `tendsto_nhds_unique`, which equates the two limits of the same sequence.

```lean
/-- For `t, U > 0` and positive mixing up to and including `4t/(U + 2t)`, the iteration
converges to the uniform density from every start. -/
theorem tendsto_of_le_threshold {t U α : ℝ} (ht : 0 < t) (hU : 0 < U) (hα : 0 < α)
    (h : α ≤ 4 * t / (U + 2 * t)) (x : ℝ) :
    Tendsto (fun n => (scfStep t U α)^[n] x) atTop (𝓝 0) := by
  have hc : Continuous (scfStep t U α) := by
    rw [funext (scfStep_eq_gain_mul t U α)]
    exact (continuous_gain ht U α).mul continuous_id
  have hanti : Antitone (fun n => |(scfStep t U α)^[n] x|) := by
    refine antitone_nat_of_succ_le fun n => ?_
    rw [Function.iterate_succ_apply']
    by_cases h0 : (scfStep t U α)^[n] x = 0
    · rw [h0, scfStep_eq_gain_mul, mul_zero]
    · exact (abs_scfStep_lt ht hU hα h h0).le
  obtain ⟨L, hL⟩ : ∃ L, Tendsto (fun n => |(scfStep t U α)^[n] x|) atTop (𝓝 L) :=
    ⟨_, tendsto_atTop_ciInf hanti ⟨0, by rintro _ ⟨n, rfl⟩; exact abs_nonneg _⟩⟩
  -- the step is odd, so each modulus is `|scfStep t U α y|` at the previous modulus `y`
  have hodd : ∀ y, |scfStep t U α (|y|)| = |scfStep t U α y| := fun y => by
    have : gain t U α (|y|) = gain t U α y := by simp only [gain, sq_abs]
    rw [scfStep_eq_gain_mul, scfStep_eq_gain_mul, this, abs_mul, abs_mul, abs_abs]
  have h2 : Tendsto (fun n => |(scfStep t U α)^[n + 1] x|) atTop (𝓝 L) :=
    hL.comp (tendsto_add_atTop_nat 1)
  have h3 : Tendsto (fun n => |scfStep t U α (|(scfStep t U α)^[n] x|)|) atTop
      (𝓝 |scfStep t U α L|) := ((hc.tendsto L).comp hL).abs
  have h4 : L = |scfStep t U α L| := by
    refine tendsto_nhds_unique h2 (h3.congr fun n => ?_)
    rw [hodd, Function.iterate_succ_apply']
  have hL0 : L = 0 := by
    by_contra hne
    have h5 := abs_scfStep_lt ht hU hα h hne
    have h6 : 0 ≤ L := h4 ▸ abs_nonneg _
    rw [← h4, abs_of_nonneg h6] at h5
    exact lt_irrefl _ h5
  rw [hL0] at hL
  exact squeeze_zero_norm (fun n => (Real.norm_eq_abs _).le) hL
```

## Above the threshold the charge sloshes

A nonzero imbalance that is exactly reversed by a step has $g(x)=-1$, or

$$\sqrt{U^2x^2+4t^2}=\frac{U\alpha}{2-\alpha}.$$

For $\alpha<2$, solving for $x^2$ gives $x=\pm A$. The amplitude is real and positive when $\alpha/(2-\alpha)>2t/U$, which rearranges to $\alpha>4t/(U+2t)$. Since $g$ is even, $-A$ is sent back to $A$. The proof computes the root in `hroot` and the gain in `hg`.

```lean
/-- For `t, U > 0` and mixing above `4t/(U + 2t)` but below 2, one step reverses the positive
imbalance `sloshAmplitude t U α` and the next step restores it. -/
theorem damped_two_cycle {t U α : ℝ} (ht : 0 < t) (hU : 0 < U)
    (h : 4 * t / (U + 2 * t) < α) (hα : α < 2) :
    0 < sloshAmplitude t U α ∧
      scfStep t U α (sloshAmplitude t U α) = -sloshAmplitude t U α ∧
      scfStep t U α (-sloshAmplitude t U α) = sloshAmplitude t U α := by
  have hα0 : 0 < α := lt_trans (by positivity) h
  have h2 : 0 < 2 - α := by linarith
  have h2' := h2.ne'
  have h1 : 4 * t < α * (U + 2 * t) := (div_lt_iff₀ (by positivity)).1 h
  have hr0 : 0 < α / (2 - α) := div_pos hα0 h2
  have hr : 2 * t / U < α / (2 - α) := by
    rw [div_lt_div_iff₀ hU h2]
    linarith
  have hk0 : 0 < 2 * t / U := by positivity
  have hpos : 0 < (α / (2 - α)) ^ 2 - (2 * t / U) ^ 2 := by nlinarith
  have hsq : sloshAmplitude t U α ^ 2 = (α / (2 - α)) ^ 2 - (2 * t / U) ^ 2 :=
    Real.sq_sqrt hpos.le
  have hk : U * (2 * t / U) = 2 * t := by field_simp
  have hroot : √(U ^ 2 * sloshAmplitude t U α ^ 2 + 4 * t ^ 2) = U * (α / (2 - α)) := by
    have e : U ^ 2 * sloshAmplitude t U α ^ 2 + 4 * t ^ 2 = (U * (α / (2 - α))) ^ 2 := by
      rw [hsq]
      linear_combination (-(U * (2 * t / U) + 2 * t)) * hk
    rw [e, Real.sqrt_sq (mul_pos hU hr0).le]
  -- at this amplitude a step exactly reverses the imbalance
  have hg : gain t U α (sloshAmplitude t U α) = -1 := by
    have e : α * (U / (U * (α / (2 - α)))) = 2 - α := by field_simp
    unfold gain
    rw [hroot, e]
    ring
  have hg' : gain t U α (-sloshAmplitude t U α) = -1 := by
    rw [← hg]
    simp only [gain, neg_sq]
  refine ⟨Real.sqrt_pos.2 hpos, ?_, ?_⟩
  · rw [scfStep_eq_gain_mul, hg]; ring
  · rw [scfStep_eq_gain_mul, hg']; ring
```

Started at $A$, the iteration takes only the values $\pm A$. Its modulus stays at $A>0$, so it can't tend to zero. Induction on the step number gives the two possible values.

```lean
/-- For `t, U > 0` and mixing above `4t/(U + 2t)` but below 2, the iteration started at the
sloshing amplitude does not converge to the uniform density. -/
theorem not_tendsto_sloshAmplitude {t U α : ℝ} (ht : 0 < t) (hU : 0 < U)
    (h : 4 * t / (U + 2 * t) < α) (hα : α < 2) :
    ¬ Tendsto (fun n => (scfStep t U α)^[n] (sloshAmplitude t U α)) atTop (𝓝 0) := by
  obtain ⟨hp, h1, h2⟩ := damped_two_cycle ht hU h hα
  have horb : ∀ n, (scfStep t U α)^[n] (sloshAmplitude t U α) = sloshAmplitude t U α ∨
      (scfStep t U α)^[n] (sloshAmplitude t U α) = -sloshAmplitude t U α := by
    intro n
    induction n with
    | zero => exact Or.inl rfl
    | succ n ih =>
      rw [Function.iterate_succ_apply']
      rcases ih with e | e
      · rw [e]; exact Or.inr h1
      · rw [e]; exact Or.inl h2
  intro hlim
  have hl := hlim.abs
  rw [abs_zero] at hl
  refine absurd (ge_of_tendsto' hl fun n => ?_) (not_le_of_gt hp)
  rcases horb n with e | e
  · rw [e]; exact le_abs_self _
  · rw [e, abs_neg]; exact le_abs_self _
```

## The exact threshold

One direction is the convergence just shown. For the other, suppose $\alpha$ lies above the threshold. If $\alpha<2$, the start $A$ fails. If $\alpha\ge2$, then

$$-g(x)=\alpha-1+\frac{\alpha U}{\sqrt{U^2x^2+4t^2}}\ge1,$$

so the start $x=1$ never falls below 1 in size. Failure here means that some start does not converge; the start $x=0$, for one, always stays put.

The equivalence becomes false if $U>0$ is weakened to $U\ge0$. At $U=0$ the bound is 2, and $\alpha=2$ meets it, but the step is then $x\mapsto-x$ and the start $x=1$ alternates for ever.

```lean
/-- Exact damping threshold: for `t, U > 0` and any mixing `α > 0`, the iteration converges to
the uniform density from every real start if and only if `α ≤ 4t/(U + 2t)`. -/
theorem converges_iff_le_threshold {t U α : ℝ} (ht : 0 < t) (hU : 0 < U) (hα : 0 < α) :
    (∀ x, Tendsto (fun n => (scfStep t U α)^[n] x) atTop (𝓝 0)) ↔
      α ≤ 4 * t / (U + 2 * t) := by
  refine ⟨fun hall => ?_, fun h x => tendsto_of_le_threshold ht hU hα h x⟩
  by_contra hn
  rcases lt_or_ge α 2 with h2 | h2
  · exact not_tendsto_sloshAmplitude ht hU (not_le.1 hn) h2 (hall _)
  · -- for `α ≥ 2` no step reduces the imbalance
    have hge : ∀ n, 1 ≤ |(scfStep t U α)^[n] 1| := by
      intro n
      induction n with
      | zero => simp
      | succ n ih =>
        rw [Function.iterate_succ_apply', scfStep_eq_gain_mul, abs_mul]
        have hg : 1 ≤ |gain t U α ((scfStep t U α)^[n] 1)| := by
          refine le_trans ?_ (neg_le_abs _)
          unfold gain
          have : 0 ≤ α * (U / √(U ^ 2 * ((scfStep t U α)^[n] 1) ^ 2 + 4 * t ^ 2)) := by
            positivity
          linarith
        nlinarith
    have hl := (hall 1).abs
    rw [abs_zero] at hl
    linarith [ge_of_tendsto' hl hge]
```

## Physical starts

A failing start with $|x|>1$ would be of little concern in practice. For $\alpha\le1$, however, $\alpha/(2-\alpha)\le1$ and therefore $A\le1$: the oscillation lies among the physical densities. The threshold is thus the same when only starts with $|x|\le1$ are admitted. In particular, undamped iteration, $\alpha=1$, converges from all of them exactly when $U\le2t$.

```lean
/-- For `t, U > 0` and `0 < α ≤ 1`, the same threshold decides convergence from all
physical imbalances, those between -1 and 1. -/
theorem converges_physical_iff {t U α : ℝ} (ht : 0 < t) (hU : 0 < U) (hα : 0 < α)
    (hα1 : α ≤ 1) :
    (∀ x, |x| ≤ 1 → Tendsto (fun n => (scfStep t U α)^[n] x) atTop (𝓝 0)) ↔
      α ≤ 4 * t / (U + 2 * t) := by
  refine ⟨fun hall => ?_, fun h x _ => tendsto_of_le_threshold ht hU hα h x⟩
  by_contra hn
  refine not_tendsto_sloshAmplitude ht hU (not_le.1 hn) (by linarith) (hall _ ?_)
  have h2 : 0 < 2 - α := by linarith
  have hr0 : 0 < α / (2 - α) := div_pos hα h2
  have hr1 : α / (2 - α) ≤ 1 := (div_le_one h2).2 (by linarith)
  unfold sloshAmplitude
  rw [abs_of_nonneg (Real.sqrt_nonneg _), Real.sqrt_le_iff]
  exact ⟨zero_le_one, by nlinarith [sq_nonneg (2 * t / U)]⟩
```

## Slow convergence at the threshold itself

At $\alpha=4t/(U+2t)$,

$$g(0)=1-\alpha\Big(1+\frac{U}{2t}\Big)=-1.$$

The orbit tends to zero and $g$ is continuous, so the gain along the orbit tends to $-1$. Unless the orbit lands exactly on zero, the ratio of successive imbalances therefore approaches $-1$: the imbalance flips sign at each late step and its size shrinks by an ever smaller fraction. For this dimer, the largest convergent mixing is a poor choice for speed.

```lean
/-- For `t, U > 0` and mixing exactly `4t/(U + 2t)`, the gain per step tends to -1 along
every orbit. -/
theorem gain_tendsto_at_threshold {t U : ℝ} (ht : 0 < t) (hU : 0 < U) (x : ℝ) :
    Tendsto (fun n => gain t U (4 * t / (U + 2 * t))
      ((scfStep t U (4 * t / (U + 2 * t)))^[n] x)) atTop (𝓝 (-1)) := by
  have h0 : gain t U (4 * t / (U + 2 * t)) 0 = -1 := by
    have e : U ^ 2 * (0 : ℝ) ^ 2 + 4 * t ^ 2 = (2 * t) ^ 2 := by ring
    have hs : U + 2 * t ≠ 0 := by positivity
    unfold gain
    rw [e, Real.sqrt_sq (by positivity)]
    have e2 : 4 * t / (U + 2 * t) * (U / (2 * t)) = 2 * U / (U + 2 * t) := by
      rw [div_mul_div_comm, div_eq_div_iff (by positivity) hs]
      ring
    have e3 : 4 * t / (U + 2 * t) + 2 * U / (U + 2 * t) = 2 := by
      rw [← add_div, div_eq_iff hs]
      ring
    rw [e2]
    linarith
  have hlim := tendsto_of_le_threshold ht hU (by positivity) le_rfl x
  have hg := (continuous_gain ht U (4 * t / (U + 2 * t))).tendsto 0
  rw [h0] at hg
  exact hg.comp hlim

end

end DimerDampingThreshold
```

```lean
#print axioms DimerDampingThreshold.orbital_imbalance
#print axioms DimerDampingThreshold.converges_iff_le_threshold
#print axioms DimerDampingThreshold.converges_physical_iff
#print axioms DimerDampingThreshold.gain_tendsto_at_threshold
```

```
'DimerDampingThreshold.orbital_imbalance' depends on axioms: [propext, Classical.choice, Quot.sound]
'DimerDampingThreshold.converges_iff_le_threshold' depends on axioms: [propext, Classical.choice, Quot.sound]
'DimerDampingThreshold.converges_physical_iff' depends on axioms: [propext, Classical.choice, Quot.sound]
'DimerDampingThreshold.gain_tendsto_at_threshold' depends on axioms: [propext, Classical.choice, Quot.sound]
```
